# For positive semidefinite $W$ and $T$ with positive definite sum, the eigenvalues of $(W+T)^{-1}(W+iT)$ have modulus between $1/\sqrt2$ and $1$

A damped system without inertia is driven by a force that oscillates at a single frequency. The complex amplitude $u$ of its steady response solves $(W+iT)u=f$, where $f$ is the amplitude of the force, the real matrix $W$ describes stiffness and the real matrix $T$ describes damping. The real matrix $W+T$ is to serve as preconditioner, so the model must say how a real inverse acts on complex vectors. Here $W+T$ is inverted as a real matrix, and the result is then read as a complex matrix, entry by entry. This matches a computation that factorises $W+T$ in real arithmetic and applies the factors to the real and imaginary parts of a vector separately.

Both matrices are symmetric and positive semidefinite, and their sum is positive definite. Physically, no nonzero displacement is both free of restoring force and undamped. The letter $T$ denotes neither a transpose nor a kinetic energy.

The same form occurs in quantum mechanics: for a finite real symmetric Hamiltonian $H$, a broadening $\eta>0$ and an energy $\varepsilon$ not above the lowest eigenvalue, the shifted equation $(H-\varepsilon+i\eta)u=f$ has $W=H-\varepsilon$ and $T=\eta\,1$.

## The matrices and their eigenvalues

The degrees of freedom are labelled by a finite type `n`, of any size.

In Lean 4 with Mathlib:

```lean
import Mathlib

open Matrix

namespace RealPreconditioner

noncomputable section

variable {n : Type*} [Fintype n] [DecidableEq n]
```

A real matrix $M$ becomes complex by regarding each entry $M_{jk}$ as a complex number.

```lean
/-- A real matrix regarded as a complex matrix, entry by entry. -/
def complexify (M : Matrix n n ℝ) : Matrix n n ℂ := M.map Complex.ofRealHom
```

The system matrix is then $A=W+iT$. It is complex symmetric, and in general not Hermitian.

```lean
/-- The system matrix `W + iT`; it is complex symmetric when `W` and `T` are symmetric. -/
def systemMatrix (W T : Matrix n n ℝ) : Matrix n n ℂ :=
  complexify W + Complex.I • complexify T
```

Preconditioning from the left gives $B=(W+T)^{-1}(W+iT)$. In the code the inverse stands inside `complexify`, which is the choice described above.

```lean
/-- The preconditioned matrix `(W + T)⁻¹ (W + iT)`, for `W + T` invertible;
the inverse is taken in real arithmetic. -/
def preconditioned (W T : Matrix n n ℝ) : Matrix n n ℂ :=
  complexify (W + T)⁻¹ * systemMatrix W T
```

A complex number $\mu$ is an eigenvalue of a matrix when $Mv=\mu v$ for some nonzero complex vector $v$. The vector need not be normalised.

```lean
/-- The number `μ` is an eigenvalue of `M`: some nonzero vector `v` has `M v = μ v`. -/
def IsEigenvalue (M : Matrix n n ℂ) (μ : ℂ) : Prop :=
  ∃ v : n → ℂ, v ≠ 0 ∧ M *ᵥ v = μ • v
```

## A real energy for a complex vector

Write $v=x+iy$ with real vectors $x$ and $y$. The energy of $v$ in a real matrix $M$ is
$$E(M)=x\cdot Mx+y\cdot My .$$
For a stiffness matrix this is twice the usual elastic energy, summed over the two parts of $v$. For a damping matrix the word is only a name for the quadratic form.

```lean
/-- The energy `x·Mx + y·My` of a complex vector `v = x + iy` in a real matrix `M`. -/
def energy (M : Matrix n n ℝ) (v : n → ℂ) : ℝ :=
  (fun j => (v j).re) ⬝ᵥ M *ᵥ (fun j => (v j).re) +
    (fun j => (v j).im) ⬝ᵥ M *ᵥ (fun j => (v j).im)
```

For symmetric $M$ this energy is the Hermitian form of $v$. Expanding the product gives
$$v^*Mv=(x-iy)\cdot(Mx+iMy)=x\cdot Mx+y\cdot My+i\,(x\cdot My-y\cdot Mx),$$
and symmetry makes the last bracket vanish. In the proof, `hre` and `him` identify the real and imaginary parts of $Mv$ as $Mx$ and $My$, and `hs` is the equality $x\cdot My=y\cdot Mx$. The real and imaginary parts of the claim are then compared separately.

```lean
omit [DecidableEq n] in
/-- For a real symmetric matrix the Hermitian form `v* M v` is real and equals the energy. -/
theorem hermitian_form_eq_energy {M : Matrix n n ℝ} (hM : M.IsSymm) (v : n → ℂ) :
    star v ⬝ᵥ complexify M *ᵥ v = (energy M v : ℂ) := by
  have hre : ∀ i, ((complexify M *ᵥ v) i).re = (M *ᵥ fun j => (v j).re) i := by
    intro i
    simp [complexify, Matrix.mulVec, dotProduct]
  have him : ∀ i, ((complexify M *ᵥ v) i).im = (M *ᵥ fun j => (v j).im) i := by
    intro i
    simp [complexify, Matrix.mulVec, dotProduct]
  -- symmetry makes the two cross terms between real and imaginary parts equal
  have hs : (fun j => (v j).re) ⬝ᵥ M *ᵥ (fun j => (v j).im) =
      (fun j => (v j).im) ⬝ᵥ M *ᵥ (fun j => (v j).re) := by
    rw [Matrix.dotProduct_mulVec, ← Matrix.mulVec_transpose, hM.eq, dotProduct_comm]
  apply Complex.ext
  · simp only [dotProduct, Complex.re_sum, Pi.star_apply, Complex.star_def, Complex.mul_re,
      Complex.conj_re, Complex.conj_im, hre, him, energy, Complex.ofReal_re,
      ← Finset.sum_add_distrib]
    apply Finset.sum_congr rfl
    intro i _
    ring
  · simp only [dotProduct] at hs
    simp only [dotProduct, Complex.im_sum, Pi.star_apply, Complex.star_def, Complex.mul_im,
      Complex.conj_re, Complex.conj_im, hre, him, Complex.ofReal_im, neg_mul,
      Finset.sum_add_distrib, Finset.sum_neg_distrib]
    linarith
```

## From the eigenvalue equation to an energy balance

Suppose $Bv=\mu v$. Multiplying by $W+T$ removes the inverse:
$$(W+iT)v=\mu\,(W+T)v .$$
Taking the product with $v^*$ from the left and using the previous identity for $W$, $T$ and $W+T$ gives
$$\mu\,E(W+T)=E(W)+iE(T).$$
This step needs only symmetry and an invertible sum, the latter expressed by `IsUnit (W + T).det`. The fact `hinv` transfers $(W+T)(W+T)^{-1}=1$ from real to complex matrices, `h` is the equation without the inverse, and `h2` is its product with $v^*$.

```lean
/-- For symmetric `W`, `T` with `W + T` invertible, an eigenvector `v` of the preconditioned
matrix with eigenvalue `μ` satisfies `μ E(W+T) = E(W) + i E(T)`, where `E` is the energy of `v`. -/
theorem eigenvalue_energy_balance {W T : Matrix n n ℝ} (hW : W.IsSymm) (hT : T.IsSymm)
    (hP : IsUnit (W + T).det) {μ : ℂ} {v : n → ℂ} (hv : preconditioned W T *ᵥ v = μ • v) :
    μ * (energy (W + T) v : ℂ) = (energy W v : ℂ) + (energy T v : ℂ) * Complex.I := by
  have hinv : complexify (W + T) * complexify (W + T)⁻¹ = 1 := by
    unfold complexify
    rw [← Matrix.map_mul, Matrix.mul_nonsing_inv _ hP,
      Matrix.map_one _ (map_zero _) (map_one _)]
  -- undo the preconditioner: a generalized eigenvalue problem
  have h : systemMatrix W T *ᵥ v = μ • (complexify (W + T) *ᵥ v) := by
    calc systemMatrix W T *ᵥ v
        = complexify (W + T) *ᵥ (preconditioned W T *ᵥ v) := by
          rw [preconditioned, Matrix.mulVec_mulVec, ← mul_assoc, hinv, one_mul]
      _ = μ • (complexify (W + T) *ᵥ v) := by rw [hv, Matrix.mulVec_smul]
  -- pair with the eigenvector
  have h2 : star v ⬝ᵥ systemMatrix W T *ᵥ v =
      star v ⬝ᵥ (μ • (complexify (W + T) *ᵥ v)) := by rw [h]
  rw [systemMatrix, Matrix.add_mulVec, Matrix.smul_mulVec, dotProduct_add, dotProduct_smul,
    dotProduct_smul, hermitian_form_eq_energy hW, hermitian_form_eq_energy hT,
    hermitian_form_eq_energy (hW.add hT), smul_eq_mul, smul_eq_mul] at h2
  linear_combination -h2
```

## The segment and its distance from the origin

The balance will place $\mu$ at a point $a+i(1-a)$ with $0\le a\le1$, on the straight segment from $i$ to $1$. The squared modulus of such a point can be written in two ways:
$$a^2+(1-a)^2=\tfrac12+\tfrac12(2a-1)^2=1-2a(1-a).$$
The first form shows that it is at least $\tfrac12$, and the second that it is at most $1$. The two calls of `nlinarith` receive exactly these facts, $(2a-1)^2\ge0$ and $a(1-a)\ge0$. The lemma `sq_le_sq₀` passes from squares to moduli.

```lean
/-- Every point `a + i(1-a)` with `0 ≤ a ≤ 1` has modulus between `1/√2` and `1`. -/
theorem segment_modulus {a : ℝ} (h0 : 0 ≤ a) (h1 : a ≤ 1) :
    1 / √2 ≤ ‖(a : ℂ) + (1 - a) * Complex.I‖ ∧ ‖(a : ℂ) + (1 - a) * Complex.I‖ ≤ 1 := by
  have hsq : ‖(a : ℂ) + (1 - a) * Complex.I‖ ^ 2 = a ^ 2 + (1 - a) ^ 2 := by
    rw [Complex.sq_norm, Complex.normSq_apply]
    simp
    ring
  have h2 : (1 / √2) ^ 2 = (1 / 2 : ℝ) := by
    rw [div_pow, Real.sq_sqrt (by norm_num)]
    norm_num
  constructor
  · apply (sq_le_sq₀ (by positivity) (norm_nonneg _)).mp
    rw [hsq, h2]
    nlinarith [sq_nonneg (2 * a - 1)]
  · apply (sq_le_sq₀ (norm_nonneg _) (by norm_num)).mp
    rw [hsq]
    nlinarith [mul_nonneg h0 (sub_nonneg.mpr h1)]
```

## Positivity fixes the eigenvalues

Since $W$ and $T$ are positive semidefinite, $E(W)\ge0$ and $E(T)\ge0$. Since $v\ne0$, at least one of $x$ and $y$ is nonzero, so positive definiteness of the sum gives $E(W+T)>0$. The energy is additive, $E(W+T)=E(W)+E(T)$, and therefore
$$a=\frac{E(W)}{E(W+T)}\in[0,1],\qquad \frac{E(T)}{E(W+T)}=1-a .$$
Dividing the balance by $E(W+T)$ yields $\mu=a+i(1-a)$, and the modulus bounds follow. If $v$ is scaled so that $v^*(W+T)v=1$, then $a$ is simply $v^*Wv$.

The theorem takes the conditions on the matrices as `W.PosSemidef`, `T.PosSemidef` and `(W + T).PosDef`. For real matrices these predicates include symmetry, which the proof extracts as `sW` and `sT`. The case distinction in `hp` asks whether $x$ vanishes, and `ha0` and `ha1` place $a$ in $[0,1]$. The conclusion states both the position on the segment and the two bounds on $|\mu|$.

For a general non-Hermitian matrix, the eigenvalues alone do not control the convergence of a Krylov method. Here the hypotheses give more, though this is not formalised below: with $G=(W+T)^{-1}W$ one has $B=G+i(1-G)$, and $G$ is self-adjoint in the inner product $p^*(W+T)q$ of complex vectors $p$ and $q$. Hence $B$ is normal in that inner product, and the position of its eigenvalues on the segment does bound the convergence of a method that minimises the preconditioned residual in the corresponding norm.

```lean
/-- Let `W` and `T` be real symmetric positive semidefinite with `W + T` positive definite.
Every eigenvalue of `(W + T)⁻¹ (W + iT)` is `a + i(1-a)` for some `a` in `[0,1]`, and its
modulus lies between `1/√2` and `1`. -/
theorem preconditioned_spectrum {W T : Matrix n n ℝ} (hW : W.PosSemidef) (hT : T.PosSemidef)
    (hP : (W + T).PosDef) {μ : ℂ} (hμ : IsEigenvalue (preconditioned W T) μ) :
    (∃ a : ℝ, 0 ≤ a ∧ a ≤ 1 ∧ μ = a + (1 - a) * Complex.I) ∧ 1 / √2 ≤ ‖μ‖ ∧ ‖μ‖ ≤ 1 := by
  obtain ⟨v, hv0, hv⟩ := hμ
  have sW : W.IsSymm :=
    (Matrix.conjTranspose_eq_transpose_of_trivial W).symm.trans hW.isHermitian.eq
  have sT : T.IsSymm :=
    (Matrix.conjTranspose_eq_transpose_of_trivial T).symm.trans hT.isHermitian.eq
  have hbal := eigenvalue_energy_balance sW sT hP.det_pos.ne'.isUnit hv
  have nonneg : ∀ M : Matrix n n ℝ, M.PosSemidef → ∀ x : n → ℝ, 0 ≤ x ⬝ᵥ M *ᵥ x := by
    intro M hM x
    simpa only [star_trivial] using hM.dotProduct_mulVec_nonneg x
  have pos : ∀ x : n → ℝ, x ≠ 0 → 0 < x ⬝ᵥ (W + T) *ᵥ x := by
    intro x hx
    simpa only [star_trivial] using hP.dotProduct_mulVec_pos hx
  have hw : 0 ≤ energy W v := add_nonneg (nonneg W hW _) (nonneg W hW _)
  have ht : 0 ≤ energy T v := add_nonneg (nonneg T hT _) (nonneg T hT _)
  have hsum : energy (W + T) v = energy W v + energy T v := by
    simp only [energy, Matrix.add_mulVec, dotProduct_add]
    ring
  -- a nonzero complex vector has a nonzero real or imaginary part
  have hp : 0 < energy (W + T) v := by
    by_cases hx : (fun j => (v j).re) = 0
    · have hy : (fun j => (v j).im) ≠ 0 := fun hy =>
        hv0 (funext fun j => Complex.ext (congrFun hx j) (congrFun hy j))
      exact add_pos_of_nonneg_of_pos (nonneg _ (hW.add hT) _) (pos _ hy)
    · exact add_pos_of_pos_of_nonneg (pos _ hx) (nonneg _ (hW.add hT) _)
  -- the parameter is the share of `W` in the total energy
  obtain ⟨a, ha⟩ : ∃ a : ℝ, a = energy W v / energy (W + T) v := ⟨_, rfl⟩
  have ha0 : 0 ≤ a := by
    rw [ha]
    exact div_nonneg hw hp.le
  have ha1 : a ≤ 1 := by
    rw [ha, div_le_one hp]
    linarith
  have hap : a * energy (W + T) v = energy W v := by
    rw [ha, div_mul_cancel₀ _ hp.ne']
  have hapC : (a : ℂ) * (energy (W + T) v : ℂ) = (energy W v : ℂ) := by exact_mod_cast hap
  have hsumC : (energy (W + T) v : ℂ) = (energy W v : ℂ) + (energy T v : ℂ) := by
    exact_mod_cast hsum
  have hpC : (energy (W + T) v : ℂ) ≠ 0 := by exact_mod_cast hp.ne'
  have hμa : μ = a + (1 - a) * Complex.I := by
    apply mul_right_cancel₀ hpC
    linear_combination hbal - (1 - Complex.I) * hapC - Complex.I * hsumC
  refine ⟨⟨a, ha0, ha1, hμa⟩, ?_⟩
  rw [hμa]
  exact segment_modulus ha0 ha1
```

## One bound for all frequencies and dampings

Let $K$ be a positive definite stiffness matrix, $C$ a positive semidefinite matrix of viscous damping, and $\omega\ge0$ the driving frequency. With time dependence $e^{i\omega t}$ and without inertia, the system matrix is $K+i\omega C$. Set $W=K$ and $T=\omega C$. Then $T$ is positive semidefinite and $K+\omega C$ is positive definite, so every eigenvalue of
$$(K+\omega C)^{-1}(K+i\omega C)$$
satisfies $1/\sqrt2\le|\mu|\le1$. The bounds contain neither $\omega$ nor $C$. The preconditioner itself does change with frequency, unless $C=0$.

With a mass matrix $M$ the real part becomes $K-\omega^2M$. The general theorem still applies while this matrix is positive semidefinite and its sum with $\omega C$ is positive definite; the corollary below is for the system without inertia.

```lean
/-- For a positive definite stiffness `K`, a positive semidefinite damping `C` and any frequency
`ω ≥ 0`, the eigenvalues of `(K + ωC)⁻¹ (K + iωC)` have modulus between `1/√2` and `1`. -/
theorem uniform_in_frequency {K C : Matrix n n ℝ} (hK : K.PosDef) (hC : C.PosSemidef)
    {ω : ℝ} (hω : 0 ≤ ω) {μ : ℂ} (hμ : IsEigenvalue (preconditioned K (ω • C)) μ) :
    1 / √2 ≤ ‖μ‖ ∧ ‖μ‖ ≤ 1 :=
  (preconditioned_spectrum hK.posSemidef (hC.smul hω)
    (hK.add_posSemidef (hC.smul hω)) hμ).2
```

## A stationary iteration with a complex step

The simplest solver corrects the current iterate $u_k$ by a multiple of the preconditioned residual:
$$u_{k+1}=u_k+\tau\,(W+T)^{-1}\bigl(f-(W+iT)u_k\bigr),\qquad \tau=\frac{1-i}{2}.$$
Its error is multiplied in each step by $1-\tau B$. An eigenvector of this iteration matrix with eigenvalue $\rho$ is an eigenvector of $B$ with eigenvalue
$$\mu=\frac{1-\rho}{\tau}=(1+i)(1-\rho).$$
Here $\rho$ denotes a single complex eigenvalue, not the spectral radius. Inserting $\mu=a+i(1-a)$ gives
$$\rho=1-\frac{(1-i)\bigl(a+i(1-a)\bigr)}{2}=\frac12+i\left(a-\frac12\right),$$
and hence
$$|\rho|^2=\frac14+\left(a-\frac12\right)^2=\frac12-a(1-a)\le\frac12 .$$
The step $\tau$ thus turns the segment upright and centres it on the real point $\tfrac12$.

In the proof, `hμ` is the translation to an eigenvalue of $B$, `hr` is the formula for $\rho$, and `hsq` is its squared modulus. The theorem bounds the eigenvalues; that the iteration then converges from every starting vector is the usual spectral-radius criterion, quoted here without a formal proof.

```lean
/-- Let `W`, `T` be positive semidefinite with `W + T` positive definite. Every eigenvalue of the
matrix `1 - (1-i)/2 (W + T)⁻¹ (W + iT)` has modulus at most `1/√2`. -/
theorem stationary_iteration_factor {W T : Matrix n n ℝ} (hW : W.PosSemidef)
    (hT : T.PosSemidef) (hP : (W + T).PosDef) {ρ : ℂ}
    (hρ : IsEigenvalue (1 - ((1 - Complex.I) / 2) • preconditioned W T) ρ) :
    ‖ρ‖ ≤ 1 / √2 := by
  obtain ⟨v, hv0, hv⟩ := hρ
  rw [Matrix.sub_mulVec, Matrix.one_mulVec, Matrix.smul_mulVec] at hv
  -- translate to an eigenvalue of the preconditioned matrix
  have hμ : IsEigenvalue (preconditioned W T) ((1 + Complex.I) * (1 - ρ)) := by
    refine ⟨v, hv0, ?_⟩
    ext j
    have hj := congrFun hv j
    simp only [Pi.sub_apply, Pi.smul_apply, smul_eq_mul] at hj ⊢
    linear_combination (-(1 + Complex.I)) * hj +
      ((preconditioned W T *ᵥ v) j / 2) * Complex.I_sq
  obtain ⟨⟨a, h0, h1, ha⟩, -⟩ := preconditioned_spectrum hW hT hP hμ
  have hr : ρ = ((1 / 2 : ℝ) : ℂ) + ((a - 1 / 2 : ℝ) : ℂ) * Complex.I := by
    push_cast
    linear_combination (-(1 - Complex.I) / 2) * ha +
      ((ρ - 1) / 2 + (1 - (a : ℂ)) / 2) * Complex.I_sq
  have hsq : ‖ρ‖ ^ 2 = 1 / 4 + (a - 1 / 2) ^ 2 := by
    rw [hr, Complex.sq_norm, Complex.normSq_add_mul_I]
    ring
  have h2 : (1 / √2) ^ 2 = (1 / 2 : ℝ) := by
    rw [div_pow, Real.sq_sqrt (by norm_num)]
    norm_num
  apply (sq_le_sq₀ (norm_nonneg _) (by positivity)).mp
  rw [hsq, h2]
  nlinarith [mul_nonneg h0 (sub_nonneg.mpr h1)]
```

## Every point of the segment occurs

With at least one degree of freedom, the segment cannot be replaced by a smaller set that serves all admissible $W$ and $T$. Choose numbers $d_i\in[0,1]$, one for each degree of freedom, and set
$$W=\mathrm{diag}(d_i),\qquad T=\mathrm{diag}(1-d_i).$$
Both matrices are positive semidefinite and their sum is the identity, so $B$ is diagonal with entries $d_i+i(1-d_i)$. In this expression the subscript $i$ labels a degree of freedom, while the factor $i$ is the imaginary unit. The $i$-th unit vector, `Pi.single i 1` in the code, is an eigenvector for the $i$-th entry. Already with one degree of freedom, $d=\tfrac12$ attains the modulus $1/\sqrt2$, while $d=0$ and $d=1$ attain the modulus $1$.

The theorem states the three positivity properties together with the eigenvalues, so the example satisfies every hypothesis of the spectral theorem. In the proof, `hsum` shows that the preconditioner is the identity, and `hB` computes the diagonal form of $B$.

```lean
/-- For any numbers `d i` in `[0,1]`, the matrices `W = diag(d)` and `T = diag(1-d)` are positive
semidefinite with positive definite sum, and each `d i + i(1 - d i)` is an eigenvalue of
`(W + T)⁻¹ (W + iT)`. -/
theorem segment_attained (d : n → ℝ) (hd : ∀ i, 0 ≤ d i ∧ d i ≤ 1) :
    (diagonal d).PosSemidef ∧ (diagonal fun i => 1 - d i).PosSemidef ∧
      (diagonal d + diagonal fun i => 1 - d i).PosDef ∧
      ∀ i, IsEigenvalue (preconditioned (diagonal d) (diagonal fun i => 1 - d i))
        (d i + (1 - d i) * Complex.I) := by
  have hsum : (diagonal d + diagonal fun i => 1 - d i) = (1 : Matrix n n ℝ) := by
    rw [Matrix.diagonal_add, ← Matrix.diagonal_one]
    congr 1
    ext i
    ring
  refine ⟨Matrix.PosSemidef.diagonal fun i => (hd i).1,
    Matrix.PosSemidef.diagonal fun i => sub_nonneg.mpr (hd i).2, ?_, fun i => ?_⟩
  · rw [hsum]
    exact Matrix.PosDef.one
  · -- the preconditioner is the identity, so the product is diagonal
    have hB : preconditioned (diagonal d) (diagonal fun i => 1 - d i) =
        diagonal fun j => (d j : ℂ) + (1 - d j) * Complex.I := by
      have h1 : complexify (1 : Matrix n n ℝ) = 1 :=
        Matrix.map_one _ (map_zero _) (map_one _)
      rw [preconditioned, hsum, inv_one, h1, one_mul]
      ext j k
      by_cases hjk : j = k
      · subst hjk
        simp [systemMatrix, complexify, mul_comm]
      · simp [systemMatrix, complexify, hjk]
    refine ⟨Pi.single i 1, by simp, ?_⟩
    rw [hB]
    ext j
    rw [Matrix.mulVec_diagonal]
    by_cases hj : j = i
    · subst hj
      simp
    · simp [hj]

end

end RealPreconditioner
```

```lean
#print axioms RealPreconditioner.uniform_in_frequency
#print axioms RealPreconditioner.stationary_iteration_factor
#print axioms RealPreconditioner.segment_attained
```

```
'RealPreconditioner.uniform_in_frequency' depends on axioms: [propext, Classical.choice, Quot.sound]
'RealPreconditioner.stationary_iteration_factor' depends on axioms: [propext, Classical.choice, Quot.sound]
'RealPreconditioner.segment_attained' depends on axioms: [propext, Classical.choice, Quot.sound]
```
